# A transmission zero of two overlapping orbitals can disappear when the leads move to Löwdin orbitals

## Zero or one fifth at the same energy?

If I treat orthogonalisation as bookkeeping, my model junction gives two contradictory predictions. It has two real orbitals, both with energy $e=0$, coupling $t=1/4$ and overlap $s=1/2$. Each orbital has its own lead, represented by an imaginary term $ig$ with $g=1/3$, all energies being in the same unit. At $E=1/2$ the transmission is exactly zero. When I first Löwdin-orthogonalise the orbitals and then add the same $ig$ to each, the transmission at that energy is $1/5$, and I find no zero anywhere. Is one of the calculations wrong, or is the antiresonance not a property of the molecule?

## The zero belongs to the orbitals together with their contacts

Both calculations are right, but they describe different junctions. A change of basis is harmless if the lead terms are transformed along with everything else. You kept them diagonal in both bases, and that moves the contacts.

**Leads on the nonorthogonal orbitals.** Let the orbital energies be $e_1,e_2$ and the broadenings $g_1,g_2>0$. Number the matrix rows and columns 0 and 1. The Green function $G$ is the inverse of

$$M=ES-H+i\,\mathrm{diag}(g_1,g_2)=\begin{pmatrix}x+ig_1&w\\w&y+ig_2\end{pmatrix},$$

where $H$ is the Hamiltonian matrix, $S$ the overlap matrix, $x=E-e_1$, $y=E-e_2$ and $w=Es-t$. Its determinant is

$$\det M=xy-g_1g_2-w^2+i(xg_2+yg_1).$$

Suppose that this vanished. The real part would give $xy=g_1g_2+w^2>0$. The imaginary part, multiplied by $y$, would give $xy\,g_2=-g_1y^2\le 0$, a contradiction. So $M$ is invertible at every real energy, and $G_{01}=-w/\det M$.

The lead matrices are $\Gamma_L=\mathrm{diag}(2g_1,0)$ and $\Gamma_R=\mathrm{diag}(0,2g_2)$. Only one term of the trace survives:

$$T(E)=\mathrm{Tr}(\Gamma_LG\Gamma_RG^\dagger)=4g_1g_2|G_{01}|^2.$$

Hence $T(E)=0$ exactly when $Es=t$, which for $s\ne0$ means $E=t/s$.

**Leads on the Löwdin orbitals.** For $|s|<1$, the overlap matrix has eigenvectors $(1,\pm1)/\sqrt2$ with eigenvalues $1\pm s$. With $p=1/\sqrt{1+s}$ and $m=1/\sqrt{1-s}$, its inverse square root is

$$X=\frac12\begin{pmatrix}p+m&p-m\\p-m&p+m\end{pmatrix}.$$

Write $\bar e=(e_1+e_2)/2$. In the eigenvector basis $H$ has diagonal entries $\bar e\pm t$, which $X$ rescales by $p^2$ and $m^2$. The two equal off-diagonal entries cancel in the 01 element after transforming back, so

$$(XHX)_{01}=\frac12\left(\frac{\bar e+t}{1+s}-\frac{\bar e-t}{1-s}\right)=\frac{t-s\bar e}{1-s^2}.$$

The overlap is now the identity, so the earlier argument applies with $w=-(XHX)_{01}$, which doesn't depend on $E$. If $t\ne s\bar e$, the transmission vanishes at no real energy.

In your example the Löwdin coupling is $1/3$ and both Löwdin energies are $-1/6$. At $E=1/2$ this gives $\det M=(2+4i)/9$ and $T=1/5$, as you found.

The difference is visible in the original orbitals too: diagonal broadening on the Löwdin orbitals becomes $S^{1/2}\mathrm{diag}(g_1,g_2)S^{1/2}$ there, with off-diagonal entry $s(g_1+g_2)/2$. Each lead then touches both original orbitals.

For transport calculations in atomic-orbital bases, this non-interacting two-orbital model shows that a transmission zero can depend on where the broadening was placed.

## What the Lean theorems say about the two junctions

The definitions `hamiltonian` and `overlap` are the real matrices $H$ and $S$, with normalised orbitals. `secular` is $M$, `green` is its inverse, and `transmission` is the trace formula. The last is complex-valued by type, but `transmission_eq` identifies it with the real quantity $4g_1g_2|G_{01}|^2$. The convention is $+ig$ for the retarded function, with $\Gamma=2g$. `lowdin` is $X$ and `lowdinHamiltonian` is $XHX$; the Löwdin junction uses this Hamiltonian with overlap `1`.

The main theorem, `antiresonance_depends_on_contacts`, assumes $s\ne0$, $|s|<1$, $t\ne s(e_1+e_2)/2$ and positive broadenings. It concludes that with leads on the nonorthogonal orbitals the transmission at real $E$ vanishes if and only if $E=t/s$, and that with leads on the Löwdin orbitals it is nonzero at every real $E$.

The bound on $s$ says that the two normalised orbitals are linearly independent, and the condition on $t$ says that the Löwdin orbitals are coupled. The constants $g_1,g_2$ stand for decay into leads whose density of states is flat on the energy scale of interest.

`symmetric_antiresonance` treats the explicit matrix with equal energies and equal broadenings. Its off-diagonal inverse entry vanishes exactly at $E=t/s$, for any $s\ne0$ and $g>0$.

The model has two orbitals, one lead on each, and no interactions. It leaves out energy-dependent self-energies and overlap between lead states and the orbitals, and the theorems say nothing about the width of the dip.

**When the condition on $t$ fails.** Take $e_1=e_2=1$ and $t=s=1/2$. Then $H=S$, so $XHX$ is the identity and the Löwdin orbitals are uncoupled: their transmission is zero at every energy. With leads on the original orbitals, it is zero only at $E=1$. Without $t\ne s(e_1+e_2)/2$, the second conclusion of the main theorem is therefore false.

```lean
import Mathlib

open Matrix

namespace NonorthogonalContacts

noncomputable section

/-- Hamiltonian of two orbitals with energies `e₁`, `e₂` and coupling `t`. -/
def hamiltonian (e₁ e₂ t : ℝ) : Matrix (Fin 2) (Fin 2) ℝ := !![e₁, t; t, e₂]

/-- Overlap matrix of two normalised orbitals with mutual overlap `s`. -/
def overlap (s : ℝ) : Matrix (Fin 2) (Fin 2) ℝ := !![1, s; s, 1]

/-- The matrix `E S - H + i diag(g₁, g₂)`, with one wide-band lead on each orbital. -/
def secular (H S : Matrix (Fin 2) (Fin 2) ℝ) (g₁ g₂ E : ℝ) : Matrix (Fin 2) (Fin 2) ℂ :=
  (E • S - H).map (fun x : ℝ => (x : ℂ)) + diagonal ![Complex.I * g₁, Complex.I * g₂]

/-- The retarded Green function, the inverse of `E S - H + i diag(g₁, g₂)`,
for parameters at which that matrix is invertible. -/
def green (H S : Matrix (Fin 2) (Fin 2) ℝ) (g₁ g₂ E : ℝ) : Matrix (Fin 2) (Fin 2) ℂ :=
  (secular H S g₁ g₂ E)⁻¹

/-- The transmission `Tr(Γ_L G Γ_R G†)`, with the left lead on the first orbital and
the right lead on the second, for parameters at which the Green function exists. -/
def transmission (H S : Matrix (Fin 2) (Fin 2) ℝ) (g₁ g₂ E : ℝ) : ℂ :=
  trace (diagonal ![2 * (g₁ : ℂ), 0] * green H S g₁ g₂ E *
    diagonal ![0, 2 * (g₂ : ℂ)] * (green H S g₁ g₂ E)ᴴ)

/-- The Löwdin transformation, the inverse square root of the overlap matrix,
for `-1 < s < 1`. -/
def lowdin (s : ℝ) : Matrix (Fin 2) (Fin 2) ℝ :=
  !![((Real.sqrt (1 + s))⁻¹ + (Real.sqrt (1 - s))⁻¹) / 2,
     ((Real.sqrt (1 + s))⁻¹ - (Real.sqrt (1 - s))⁻¹) / 2;
     ((Real.sqrt (1 + s))⁻¹ - (Real.sqrt (1 - s))⁻¹) / 2,
     ((Real.sqrt (1 + s))⁻¹ + (Real.sqrt (1 - s))⁻¹) / 2]

/-- The Hamiltonian in the Löwdin-orthogonalised orbitals, for `-1 < s < 1`. -/
def lowdinHamiltonian (e₁ e₂ t s : ℝ) : Matrix (Fin 2) (Fin 2) ℝ :=
  lowdin s * hamiltonian e₁ e₂ t * lowdin s

/-- For symmetric `H` and `S` and positive broadenings, `E S - H + i diag(g₁, g₂)` has
nonzero determinant at every real energy. -/
theorem secular_det_ne_zero {H S : Matrix (Fin 2) (Fin 2) ℝ} {g₁ g₂ : ℝ}
    (hH : H 1 0 = H 0 1) (hS : S 1 0 = S 0 1) (hg₁ : 0 < g₁) (hg₂ : 0 < g₂) (E : ℝ) :
    (secular H S g₁ g₂ E).det ≠ 0 := by
  have key : ∀ x y w : ℝ, ((x : ℂ) + Complex.I * g₁) * ((y : ℂ) + Complex.I * g₂)
      - (w : ℂ) * (w : ℂ) ≠ 0 := by
    intro x y w h
    have hre := congrArg Complex.re h
    have him := congrArg Complex.im h
    simp only [Complex.sub_re, Complex.sub_im, Complex.add_re, Complex.add_im,
      Complex.mul_re, Complex.mul_im, Complex.ofReal_re, Complex.ofReal_im,
      Complex.I_re, Complex.I_im, Complex.zero_re, Complex.zero_im] at hre him
    -- the real part forces x y > 0, the imaginary part forces x y ≤ 0
    have h1 : 0 < x * y := by nlinarith [mul_pos hg₁ hg₂, mul_self_nonneg w]
    have h2 := mul_pos h1 hg₂
    have h3 : x * y * g₂ = -(g₁ * (y * y)) := by linear_combination y * him
    linarith [mul_nonneg hg₁.le (mul_self_nonneg y)]
  have h00 : secular H S g₁ g₂ E 0 0 = ((E * S 0 0 - H 0 0 : ℝ) : ℂ) + Complex.I * g₁ := by
    simp [secular]
  have h11 : secular H S g₁ g₂ E 1 1 = ((E * S 1 1 - H 1 1 : ℝ) : ℂ) + Complex.I * g₂ := by
    simp [secular]
  have h01 : secular H S g₁ g₂ E 0 1 = ((E * S 0 1 - H 0 1 : ℝ) : ℂ) := by
    simp [secular]
  have h10 : secular H S g₁ g₂ E 1 0 = ((E * S 0 1 - H 0 1 : ℝ) : ℂ) := by
    simp [secular, hH, hS]
  rw [det_fin_two, h00, h11, h01, h10]
  exact key _ _ _

/-- For symmetric `H` and `S` and positive broadenings, the Green function between the two
orbitals vanishes exactly when `E S₀₁ = H₀₁`. -/
theorem green_eq_zero_iff {H S : Matrix (Fin 2) (Fin 2) ℝ} {g₁ g₂ : ℝ}
    (hH : H 1 0 = H 0 1) (hS : S 1 0 = S 0 1) (hg₁ : 0 < g₁) (hg₂ : 0 < g₂) (E : ℝ) :
    green H S g₁ g₂ E 0 1 = 0 ↔ E * S 0 1 = H 0 1 := by
  have hd := secular_det_ne_zero hH hS hg₁ hg₂ E
  have h01 : secular H S g₁ g₂ E 0 1 = ((E * S 0 1 - H 0 1 : ℝ) : ℂ) := by
    simp [secular]
  have hG : green H S g₁ g₂ E 0 1
      = (secular H S g₁ g₂ E).det⁻¹ * -(secular H S g₁ g₂ E 0 1) := by
    rw [green, Matrix.inv_def, adjugate_fin_two, Ring.inverse_eq_inv']
    simp
  rw [hG, mul_eq_zero, or_iff_right (inv_ne_zero hd), neg_eq_zero, h01,
    Complex.ofReal_eq_zero, sub_eq_zero]

/-- The transmission equals `4 g₁ g₂ |G₀₁|²`. -/
theorem transmission_eq (H S : Matrix (Fin 2) (Fin 2) ℝ) (g₁ g₂ E : ℝ) :
    transmission H S g₁ g₂ E
      = 4 * (g₁ : ℂ) * g₂ * (Complex.normSq (green H S g₁ g₂ E 0 1) : ℂ) := by
  rw [← Complex.mul_conj]
  simp [transmission, trace_fin_two, Matrix.mul_apply, Fin.sum_univ_two]
  ring

/-- For symmetric `H` and `S` and positive broadenings, the transmission vanishes exactly
when `E S₀₁ = H₀₁`. -/
theorem transmission_eq_zero_iff {H S : Matrix (Fin 2) (Fin 2) ℝ} {g₁ g₂ : ℝ}
    (hH : H 1 0 = H 0 1) (hS : S 1 0 = S 0 1) (hg₁ : 0 < g₁) (hg₂ : 0 < g₂) (E : ℝ) :
    transmission H S g₁ g₂ E = 0 ↔ E * S 0 1 = H 0 1 := by
  rw [← green_eq_zero_iff hH hS hg₁ hg₂ E, transmission_eq]
  have h1 : (g₁ : ℂ) ≠ 0 := Complex.ofReal_ne_zero.mpr hg₁.ne'
  have h2 : (g₂ : ℂ) ≠ 0 := Complex.ofReal_ne_zero.mpr hg₂.ne'
  have h4 : 4 * (g₁ : ℂ) * g₂ ≠ 0 := mul_ne_zero (mul_ne_zero (by norm_num) h1) h2
  rw [mul_eq_zero, or_iff_right h4, Complex.ofReal_eq_zero, Complex.normSq_eq_zero]

/-- For positive `x`, the square of `1/√x` times `x` is one. -/
theorem inv_sqrt_sq_mul {x : ℝ} (hx : 0 < x) : ((Real.sqrt x)⁻¹) ^ 2 * x = 1 := by
  rw [inv_pow, Real.sq_sqrt hx.le, inv_mul_cancel₀ hx.ne']

/-- For `|s| < 1` the Löwdin transformation turns the overlap matrix into the identity,
and it is positive definite. -/
theorem lowdin_orthonormalises {s : ℝ} (hs : |s| < 1) :
    lowdin s * overlap s * lowdin s = 1 ∧
      ∀ v : Fin 2 → ℝ, v ≠ 0 → 0 < v ⬝ᵥ (lowdin s *ᵥ v) := by
  obtain ⟨hl, hu⟩ := abs_lt.mp hs
  have hp := inv_sqrt_sq_mul (show 0 < 1 + s by linarith)
  have hm := inv_sqrt_sq_mul (show 0 < 1 - s by linarith)
  have hp0 : 0 < (Real.sqrt (1 + s))⁻¹ := inv_pos.mpr (Real.sqrt_pos.mpr (by linarith))
  have hm0 : 0 < (Real.sqrt (1 - s))⁻¹ := inv_pos.mpr (Real.sqrt_pos.mpr (by linarith))
  unfold lowdin overlap
  generalize (Real.sqrt (1 + s))⁻¹ = p at *
  generalize (Real.sqrt (1 - s))⁻¹ = m at *
  constructor
  · ext i j
    fin_cases i <;> fin_cases j <;> simp [Matrix.mul_apply, Fin.sum_univ_two]
    · linear_combination (hp + hm) / 2
    · linear_combination (hp - hm) / 2
    · linear_combination (hp - hm) / 2
    · linear_combination (hp + hm) / 2
  · intro v hv
    -- bonding and antibonding combinations diagonalise the quadratic form
    have hq : v ⬝ᵥ (!![(p + m) / 2, (p - m) / 2; (p - m) / 2, (p + m) / 2] *ᵥ v)
        = (p * (v 0 + v 1) ^ 2 + m * (v 0 - v 1) ^ 2) / 2 := by
      simp [Matrix.mulVec, dotProduct, Fin.sum_univ_two]
      ring
    rw [hq]
    have h1 := mul_nonneg hp0.le (sq_nonneg (v 0 + v 1))
    have h2 := mul_nonneg hm0.le (sq_nonneg (v 0 - v 1))
    by_cases ha : v 0 + v 1 = 0
    · have hb : v 0 - v 1 ≠ 0 := by
        intro hb
        apply hv
        ext i
        fin_cases i
        · change v 0 = 0
          linarith
        · change v 1 = 0
          linarith
      have h3 := mul_pos hm0 ((sq_nonneg (v 0 - v 1)).lt_of_ne' (pow_ne_zero 2 hb))
      linarith
    · have h3 := mul_pos hp0 ((sq_nonneg (v 0 + v 1)).lt_of_ne' (pow_ne_zero 2 ha))
      linarith

/-- For `|s| < 1` both off-diagonal entries of the Löwdin Hamiltonian equal
`(t - s (e₁ + e₂) / 2) / (1 - s²)`. -/
theorem lowdin_coupling {s : ℝ} (hs : |s| < 1) (e₁ e₂ t : ℝ) :
    lowdinHamiltonian e₁ e₂ t s 0 1 = (t - s * (e₁ + e₂) / 2) / (1 - s ^ 2) ∧
      lowdinHamiltonian e₁ e₂ t s 1 0 = (t - s * (e₁ + e₂) / 2) / (1 - s ^ 2) := by
  obtain ⟨hl, hu⟩ := abs_lt.mp hs
  have hp := inv_sqrt_sq_mul (show 0 < 1 + s by linarith)
  have hm := inv_sqrt_sq_mul (show 0 < 1 - s by linarith)
  have hd : 1 - s ^ 2 ≠ 0 := by nlinarith
  unfold lowdinHamiltonian lowdin hamiltonian
  generalize (Real.sqrt (1 + s))⁻¹ = p at *
  generalize (Real.sqrt (1 - s))⁻¹ = m at *
  constructor <;> rw [eq_div_iff hd] <;>
    simp only [Matrix.mul_fin_two, Matrix.of_apply, Matrix.cons_val_zero,
      Matrix.cons_val_one] <;>
    linear_combination ((e₁ + e₂) / 4 + t / 2) * (1 - s) * hp
      + (-(e₁ + e₂) / 4 + t / 2) * (1 + s) * hm

/-- With leads of positive broadening on the Löwdin orbitals and `|s| < 1`, the transmission
at a real energy `E` vanishes exactly when `t = s (e₁ + e₂) / 2`. -/
theorem lowdin_transmission_eq_zero_iff {s g₁ g₂ : ℝ} (hs : |s| < 1)
    (hg₁ : 0 < g₁) (hg₂ : 0 < g₂) (e₁ e₂ t E : ℝ) :
    transmission (lowdinHamiltonian e₁ e₂ t s) 1 g₁ g₂ E = 0 ↔ t = s * (e₁ + e₂) / 2 := by
  obtain ⟨h01, h10⟩ := lowdin_coupling hs e₁ e₂ t
  obtain ⟨hl, hu⟩ := abs_lt.mp hs
  have hd : 1 - s ^ 2 ≠ 0 := by nlinarith
  have h1 : (1 : Matrix (Fin 2) (Fin 2) ℝ) 0 1 = 0 := by simp
  have h2 : (1 : Matrix (Fin 2) (Fin 2) ℝ) 1 0 = 0 := by simp
  rw [transmission_eq_zero_iff (h10.trans h01.symm) (h2.trans h1.symm) hg₁ hg₂, h1, h01,
    mul_zero, eq_comm, div_eq_zero_iff, or_iff_left hd, sub_eq_zero]

/-- Let `0 < |s| < 1`, `t ≠ s (e₁ + e₂) / 2` and both broadenings be positive. With leads on
the nonorthogonal orbitals the transmission vanishes at the single real energy `t / s`; with
leads on the Löwdin orbitals it vanishes at no real energy. -/
theorem antiresonance_depends_on_contacts {e₁ e₂ t s g₁ g₂ : ℝ} (hs0 : s ≠ 0)
    (hs : |s| < 1) (ht : t ≠ s * (e₁ + e₂) / 2) (hg₁ : 0 < g₁) (hg₂ : 0 < g₂) :
    (∀ E : ℝ, transmission (hamiltonian e₁ e₂ t) (overlap s) g₁ g₂ E = 0 ↔ E = t / s) ∧
      ∀ E : ℝ, transmission (lowdinHamiltonian e₁ e₂ t s) 1 g₁ g₂ E ≠ 0 := by
  constructor
  · intro E
    rw [transmission_eq_zero_iff (by simp [hamiltonian]) (by simp [overlap]) hg₁ hg₂,
      eq_div_iff hs0]
    simp [hamiltonian, overlap]
  · intro E h
    exact ht ((lowdin_transmission_eq_zero_iff hs hg₁ hg₂ e₁ e₂ t E).mp h)

/-- For two orbitals of equal energy `e`, nonzero overlap `s` and equal broadening `g > 0`,
the off-diagonal Green function vanishes at a real energy `E` exactly when `E = t / s`. -/
theorem symmetric_antiresonance {s g : ℝ} (hs0 : s ≠ 0) (hg : 0 < g) (e t E : ℝ) :
    (!![(E : ℂ) - e + Complex.I * g, (E : ℂ) * s - t;
        (E : ℂ) * s - t, (E : ℂ) - e + Complex.I * g]⁻¹) 0 1 = 0 ↔ E = t / s := by
  have hM : !![(E : ℂ) - e + Complex.I * g, (E : ℂ) * s - t;
      (E : ℂ) * s - t, (E : ℂ) - e + Complex.I * g]
      = secular (hamiltonian e e t) (overlap s) g g E := by
    ext i j
    fin_cases i <;> fin_cases j <;> simp [secular, hamiltonian, overlap]
  have h := green_eq_zero_iff (H := hamiltonian e e t) (S := overlap s)
    (by simp [hamiltonian]) (by simp [overlap]) hg hg E
  rw [hM, eq_div_iff hs0]
  simpa [green, hamiltonian, overlap] using h

end

end NonorthogonalContacts
```

```lean
#print axioms NonorthogonalContacts.lowdin_orthonormalises
#print axioms NonorthogonalContacts.lowdin_transmission_eq_zero_iff
#print axioms NonorthogonalContacts.antiresonance_depends_on_contacts
#print axioms NonorthogonalContacts.symmetric_antiresonance
```

```
'NonorthogonalContacts.lowdin_orthonormalises' depends on axioms: [propext, Classical.choice, Quot.sound]
'NonorthogonalContacts.lowdin_transmission_eq_zero_iff' depends on axioms: [propext, Classical.choice, Quot.sound]
'NonorthogonalContacts.antiresonance_depends_on_contacts' depends on axioms: [propext, Classical.choice, Quot.sound]
'NonorthogonalContacts.symmetric_antiresonance' depends on axioms: [propext, Classical.choice, Quot.sound]
```

## From the determinant to the comparison of contacts

`secular_det_ne_zero` is the determinant argument, for any symmetric $H$ and $S$. Its inner claim `key` uses real numbers $x,y,w$ as above. Taking real and imaginary parts gives `hre` and `him`; `nlinarith` extracts $xy>0$ from the first, and `linear_combination y * him` performs the multiplication by $y$. The final `linarith` finds the contradiction.

`green_eq_zero_iff` writes the inverse as the adjugate divided by the determinant, which gives $G_{01}=-M_{01}/\det M$. Since the determinant is nonzero, only the numerator can vanish. `transmission_eq` expands the trace, and `transmission_eq_zero_iff` cancels the nonzero factor $4g_1g_2$. Together they give the criterion $ES_{01}=H_{01}$ for both junctions.

The Löwdin lemmas replace the inverse square roots by $p$ and $m$, keeping the relations $p^2(1+s)=1$ and $m^2(1-s)=1$ supplied by `inv_sqrt_sq_mul`. The matrix identities then become polynomial identities, which `linear_combination` closes.

`lowdin_orthonormalises` shows that `lowdin` deserves its name. It proves $XSX=1$, and it proves positive definiteness by writing the quadratic form of a real vector $v$ as

$$\tfrac12\left[p(v_0+v_1)^2+m(v_0-v_1)^2\right].$$

For nonzero $v$ at least one of the squares is positive.

`lowdin_coupling` computes both off-diagonal entries of $XHX$, which also supplies the symmetry that the general criterion requires. `lowdin_transmission_eq_zero_iff` puts $S=1$ into that criterion: the energy drops out and $t=s(e_1+e_2)/2$ remains.

The main theorem combines the two cases. Its first half turns $Es=t$ into $E=t/s$ using $s\ne0$; its second half contradicts the condition on $t$. For `symmetric_antiresonance`, the step `hM` identifies the displayed matrix with `secular`, after which `green_eq_zero_iff` gives the result.
